# Stockholder densities minimise the f-divergence from the proatoms for every f convex on [0, ∞)

## Question

To say that Hirshfeld's stockholder partition is optimal, one has to fix what it competes against. Let the competitors be all ways of splitting a molecular density $\rho$, pointwise on a finite grid, into nonnegative atomic densities $\rho_a$ that add up to $\rho$. With positive proatom densities $r_a$, the claim is that the choice $\rho\, r_a/\sum_b r_b$ minimises

$$\sum_g\sum_a r_a(g)\, f\!\left(\frac{\rho_a(g)}{r_a(g)}\right)$$

for any convex $f$ on $[0,\infty)$. How can this be stated and proved in Lean 4 with Mathlib?

## Answer

### Modelling choices

The competitors are described by a predicate. `IsPartition ρ p` says that the atomic densities `p a g` are nonnegative and that their sum over atoms `a` equals `ρ g` at every grid point `g`. Nothing else is required of them: no smoothness, no decay, no prescribed atomic charges.

The other objects translate as follows.

- `A` is the finite type of atoms and `G` the finite type of grid points. There must be at least one atom (`Nonempty A`).
- `r a g` is the proatom density $r_a(g)$, assumed positive for every atom at every point.
- `promolecule r g` is $r_0(g)=\sum_a r_a(g)$.
- `stockholder r ρ a g` is $s_a(g)=\rho(g)\,r_a(g)/r_0(g)$.
- `divergence f r p` is the functional to be minimised, written $D_f(p)$ below.
- `ConvexOn ℝ (Set.Ici 0) f` says that $f$ is convex on $[0,\infty)$. In Lean `f` is defined on all reals, but only its values at nonnegative arguments matter here.

The main theorem, `stockholder_minimises`, assumes $\rho\ge 0$, so the density may vanish at some points. It states that $s$ is itself a partition and that $D_f(s)\le D_f(p)$ for every partition $p$. The theorem `stockholder_unique` adds that, for strictly convex $f$, a partition with $D_f(p)=D_f(s)$ must be $s$. It needs no separate assumption on the sign of $\rho$, because the existence of a partition already forces $\rho\ge 0$.

The result bears on Hirshfeld population analysis with fixed proatoms on a finite grid. It does not say which proatoms to use, and it does not treat schemes that update them iteratively or the passage to continuous space.

### Derivation by hand

**The stockholder value.** Since all $r_a(g)$ are positive, so is $r_0(g)$. The densities $s_a(g)$ are therefore nonnegative, and

$$\sum_a s_a(g)=\frac{\rho(g)}{r_0(g)}\sum_a r_a(g)=\rho(g).$$

Every atom has the same ratio to its proatom, $s_a(g)/r_a(g)=\rho(g)/r_0(g)$. Hence

$$D_f(s)=\sum_g\sum_a r_a(g)\,f\!\left(\frac{\rho(g)}{r_0(g)}\right)=\sum_g r_0(g)\,f\!\left(\frac{\rho(g)}{r_0(g)}\right).$$

**Any other partition.** Let $p$ be a partition and fix $g$. Put $w_a=r_a(g)/r_0(g)$ and $x_a=p_a(g)/r_a(g)$. The weights $w_a$ are positive and sum to one, the $x_a$ are nonnegative, and

$$\sum_a w_a x_a=\frac{1}{r_0(g)}\sum_a p_a(g)=\frac{\rho(g)}{r_0(g)}.$$

Jensen's inequality gives $f(\rho(g)/r_0(g))\le\sum_a w_a f(x_a)$. Multiplying by $r_0(g)$,

$$r_0(g)\,f\!\left(\frac{\rho(g)}{r_0(g)}\right)\le\sum_a r_a(g)\,f\!\left(\frac{p_a(g)}{r_a(g)}\right).$$

Summing over $g$ yields $D_f(s)\le D_f(p)$.

**Uniqueness.** Suppose $f$ is strictly convex and the totals agree. The right side minus the left side of the last inequality is nonnegative at each point, and these differences sum to zero, so each is zero. Equality in Jensen's inequality with positive weights forces every $x_a$ to equal the mean $\rho(g)/r_0(g)$. Thus $p_a(g)=r_a(g)\rho(g)/r_0(g)=s_a(g)$.

**Two special choices of $f$.** For $f(x)=x\log x$, each term is

$$r_a\,\frac{p_a}{r_a}\log\frac{p_a}{r_a}=p_a\log\frac{p_a}{r_a},$$

so $D_f$ is the relative entropy of the atoms with respect to their proatoms. This $f$ is strictly convex, and $s$ is the only minimiser.

For $f(x)=cx+d$, each term is $c\,p_a+d\,r_a$. Summing gives

$$D_f(p)=c\sum_g\rho(g)+d\sum_g r_0(g),$$

which is the same for every partition. With at least two atoms and $\rho(g)>0$ at some point there is more than one partition, and all of them are then minimisers. Convexity alone therefore gives a minimum but does not guarantee uniqueness.

### The Lean file

```lean
import Mathlib

open Finset

namespace StockholderDivergence

noncomputable section

variable {A G : Type*} [Fintype A]

/-- The promolecule density: the sum of all proatom densities at a grid point. -/
def promolecule (r : A → G → ℝ) (g : G) : ℝ := ∑ a, r a g

/-- The stockholder density of atom `a`: the molecular density times the share of the
proatom in the promolecule. -/
def stockholder (r : A → G → ℝ) (ρ : G → ℝ) (a : A) (g : G) : ℝ :=
  ρ g * r a g / promolecule r g

/-- A partition of the molecular density `ρ` into nonnegative atomic densities `p a`. -/
structure IsPartition (ρ : G → ℝ) (p : A → G → ℝ) : Prop where
  nonneg : ∀ a g, 0 ≤ p a g
  sum_eq : ∀ g, ∑ a, p a g = ρ g

/-- The divergence of the atomic densities `p` from the proatoms `r`, generated by `f`
and summed over atoms and grid points. -/
def divergence [Fintype G] (f : ℝ → ℝ) (r p : A → G → ℝ) : ℝ :=
  ∑ g, ∑ a, r a g * f (p a g / r a g)

/-- The promolecule density is positive when all proatom densities are. -/
theorem promolecule_pos [Nonempty A] {r : A → G → ℝ} (hr : ∀ a g, 0 < r a g) (g : G) :
    0 < promolecule r g :=
  Finset.sum_pos (fun a _ => hr a g) Finset.univ_nonempty

/-- The stockholder densities are nonnegative and add up to the molecular density. -/
theorem stockholder_isPartition [Nonempty A] {r : A → G → ℝ} {ρ : G → ℝ}
    (hr : ∀ a g, 0 < r a g) (hρ : ∀ g, 0 ≤ ρ g) : IsPartition ρ (stockholder r ρ) where
  nonneg a g := div_nonneg (mul_nonneg (hρ g) (hr a g).le) (promolecule_pos hr g).le
  sum_eq g := by
    have h0 := (promolecule_pos hr g).ne'
    unfold stockholder
    rw [← Finset.sum_div, ← Finset.mul_sum]
    change ρ g * promolecule r g / promolecule r g = ρ g
    exact mul_div_cancel_right₀ _ h0

/-- The divergence of the stockholder partition is that of the molecular density from the
promolecule. -/
theorem divergence_stockholder [Fintype G] [Nonempty A] (f : ℝ → ℝ) {r : A → G → ℝ}
    (ρ : G → ℝ) (hr : ∀ a g, 0 < r a g) :
    divergence f r (stockholder r ρ)
      = ∑ g, promolecule r g * f (ρ g / promolecule r g) := by
  unfold divergence
  refine Finset.sum_congr rfl fun g _ => ?_
  -- every atom has the same ratio to its proatom
  have hratio : ∀ a, stockholder r ρ a g / r a g = ρ g / promolecule r g := by
    intro a
    have h1 := (hr a g).ne'
    have h0 := (promolecule_pos hr g).ne'
    unfold stockholder
    field_simp
  simp only [hratio]
  rw [← Finset.sum_mul]
  rfl

/-- For any partition, the ratios of atom to proatom, averaged with the proatom shares,
give the ratio of molecule to promolecule. -/
theorem mean_ratio [Nonempty A] {r p : A → G → ℝ} {ρ : G → ℝ}
    (hr : ∀ a g, 0 < r a g) (hp : IsPartition ρ p) (g : G) :
    ∑ a, (r a g / promolecule r g) • (p a g / r a g) = ρ g / promolecule r g := by
  rw [← hp.sum_eq g, Finset.sum_div]
  refine Finset.sum_congr rfl fun a _ => ?_
  have h1 := (hr a g).ne'
  have h0 := (promolecule_pos hr g).ne'
  rw [smul_eq_mul]
  field_simp

private theorem mean_value (f : ℝ → ℝ) (r p : A → G → ℝ) (g : G) :
    ∑ a, (r a g / promolecule r g) • f (p a g / r a g)
      = (∑ a, r a g * f (p a g / r a g)) / promolecule r g := by
  rw [Finset.sum_div]
  refine Finset.sum_congr rfl fun a _ => ?_
  rw [smul_eq_mul, div_mul_eq_mul_div]

private theorem sum_share [Nonempty A] {r : A → G → ℝ} (hr : ∀ a g, 0 < r a g) (g : G) :
    ∑ a, r a g / promolecule r g = 1 := by
  rw [← Finset.sum_div]
  exact div_self (promolecule_pos hr g).ne'

/-- At each grid point, the divergence of the molecule from the promolecule is at most the
sum of the atomic divergences. -/
theorem local_bound [Nonempty A] {f : ℝ → ℝ} (hf : ConvexOn ℝ (Set.Ici 0) f)
    {r p : A → G → ℝ} {ρ : G → ℝ} (hr : ∀ a g, 0 < r a g) (hp : IsPartition ρ p) (g : G) :
    promolecule r g * f (ρ g / promolecule r g) ≤ ∑ a, r a g * f (p a g / r a g) := by
  have h0 := promolecule_pos hr g
  have hw : ∀ a ∈ (Finset.univ : Finset A), 0 ≤ r a g / promolecule r g :=
    fun a _ => (div_pos (hr a g) h0).le
  have hx : ∀ a ∈ (Finset.univ : Finset A), p a g / r a g ∈ Set.Ici (0 : ℝ) :=
    fun a _ => div_nonneg (hp.nonneg a g) (hr a g).le
  -- Jensen's inequality with the proatom shares as weights
  have key := hf.map_sum_le hw (sum_share hr g) hx
  rw [mean_ratio hr hp g, mean_value f r p g, le_div_iff₀ h0] at key
  rw [mul_comm]
  exact key

variable [Fintype G]

/-- For every convex `f`, the stockholder densities form a partition of the molecular
density, and no partition has a smaller divergence from the proatoms. -/
theorem stockholder_minimises [Nonempty A] {f : ℝ → ℝ} (hf : ConvexOn ℝ (Set.Ici 0) f)
    {r : A → G → ℝ} {ρ : G → ℝ} (hr : ∀ a g, 0 < r a g) (hρ : ∀ g, 0 ≤ ρ g) :
    IsPartition ρ (stockholder r ρ) ∧
      ∀ p, IsPartition ρ p → divergence f r (stockholder r ρ) ≤ divergence f r p := by
  refine ⟨stockholder_isPartition hr hρ, fun p hp => ?_⟩
  rw [divergence_stockholder f ρ hr]
  exact Finset.sum_le_sum fun g _ => local_bound hf hr hp g

/-- For strictly convex `f`, a partition has the same divergence as the stockholder
partition only if it is the stockholder partition. -/
theorem stockholder_unique [Nonempty A] {f : ℝ → ℝ} (hf : StrictConvexOn ℝ (Set.Ici 0) f)
    {r p : A → G → ℝ} {ρ : G → ℝ} (hr : ∀ a g, 0 < r a g) (hp : IsPartition ρ p)
    (h : divergence f r p = divergence f r (stockholder r ρ)) : p = stockholder r ρ := by
  rw [divergence_stockholder f ρ hr] at h
  -- equal totals force equality at every grid point
  have hloc := (Finset.sum_eq_sum_iff_of_le
    (fun g _ => local_bound hf.convexOn hr hp g)).1 h.symm
  funext a g
  have h0 := promolecule_pos hr g
  have hw : ∀ a ∈ (Finset.univ : Finset A), 0 < r a g / promolecule r g :=
    fun a _ => div_pos (hr a g) h0
  have hx : ∀ a ∈ (Finset.univ : Finset A), p a g / r a g ∈ Set.Ici (0 : ℝ) :=
    fun a _ => div_nonneg (hp.nonneg a g) (hr a g).le
  -- the equality case of Jensen's inequality fixes all ratios
  have key := hf.map_sum_eq_iff hw (sum_share hr g) hx
  rw [mean_ratio hr hp g, mean_value f r p g] at key
  have hg := hloc g (Finset.mem_univ g)
  have hq := key.1 (by rw [← hg, mul_div_cancel_left₀ _ h0.ne']) a (Finset.mem_univ a)
  rw [div_eq_iff (hr a g).ne'] at hq
  rw [hq, stockholder, div_mul_eq_mul_div]

/-- The stockholder partition minimises the relative entropy of the atoms with respect to
their proatoms, and it is the only minimiser. -/
theorem stockholder_relative_entropy [Nonempty A] {r p : A → G → ℝ} {ρ : G → ℝ}
    (hr : ∀ a g, 0 < r a g) (hρ : ∀ g, 0 ≤ ρ g) (hp : IsPartition ρ p) :
    let S : (A → G → ℝ) → ℝ := fun q => ∑ g, ∑ a, q a g * Real.log (q a g / r a g)
    S (stockholder r ρ) ≤ S p ∧ (S p = S (stockholder r ρ) ↔ p = stockholder r ρ) := by
  intro S
  have hS : ∀ q, S q = divergence (fun x => x * Real.log x) r q := by
    intro q
    refine Finset.sum_congr rfl fun g _ => Finset.sum_congr rfl fun a _ => ?_
    change _ = r a g * (q a g / r a g * Real.log (q a g / r a g))
    rw [← mul_assoc, mul_div_cancel₀ _ (hr a g).ne']
  rw [hS, hS]
  exact ⟨(stockholder_minimises Real.strictConvexOn_mul_log.convexOn hr hρ).2 p hp,
    fun h => stockholder_unique Real.strictConvexOn_mul_log hr hp h, fun h => by rw [← h]⟩

/-- For an affine `f`, the divergence of a partition depends only on the total molecular
and promolecular populations. -/
theorem divergence_affine (c d : ℝ) {r p : A → G → ℝ} {ρ : G → ℝ}
    (hr : ∀ a g, 0 < r a g) (hp : IsPartition ρ p) :
    divergence (fun x => c * x + d) r p = c * ∑ g, ρ g + d * ∑ g, promolecule r g := by
  unfold divergence promolecule
  rw [Finset.mul_sum, Finset.mul_sum, ← Finset.sum_add_distrib]
  refine Finset.sum_congr rfl fun g _ => ?_
  rw [← hp.sum_eq g, Finset.mul_sum, Finset.mul_sum, ← Finset.sum_add_distrib]
  refine Finset.sum_congr rfl fun a _ => ?_
  have h1 : r a g * (p a g / r a g) = p a g := by
    have := (hr a g).ne'
    field_simp
  linear_combination c * h1

end

end StockholderDivergence
```

```lean
#print axioms StockholderDivergence.stockholder_minimises
#print axioms StockholderDivergence.stockholder_relative_entropy
#print axioms StockholderDivergence.divergence_affine
```

```
'StockholderDivergence.stockholder_minimises' depends on axioms: [propext, Classical.choice, Quot.sound]
'StockholderDivergence.stockholder_relative_entropy' depends on axioms: [propext, Classical.choice, Quot.sound]
'StockholderDivergence.divergence_affine' depends on axioms: [propext, Classical.choice, Quot.sound]
```

### How the proof follows the derivation

`stockholder_isPartition` checks nonnegativity and the sum. `divergence_stockholder` computes $D_f(s)$; its inner statement `hratio` is the common ratio $\rho/r_0$.

For a general partition, `sum_share` says that the weights sum to one, and `mean_ratio` identifies the weighted mean of the ratios. `mean_value` pulls the factor $1/r_0$ out of the weighted sum of function values. In `local_bound`, Mathlib's Jensen inequality `hf.map_sum_le` is applied to these data, and `le_div_iff₀` multiplies through by $r_0$. The main theorem then sums the local bounds with `Finset.sum_le_sum`.

In `stockholder_unique`, `Finset.sum_eq_sum_iff_of_le` passes from equal totals to equality at each grid point, and `hf.map_sum_eq_iff` is the equality case of Jensen's inequality. `stockholder_relative_entropy` rewrites the entropy as a divergence and applies both results. `divergence_affine` is the term-by-term calculation for affine $f$.

### Remarks

**A numerical instance.** Take one grid point, two atoms, $r=(1,3)$ and $\rho=2$. Then $r_0=4$ and $s=(1/2,\,3/2)$, with both ratios equal to $1/2$. For $f(x)=x^2$,

$$D_f(s)=1\cdot\tfrac14+3\cdot\tfrac14=1.$$

The equal split $p=(1,1)$ has ratios $1$ and $1/3$, and gives $D_f(p)=1+3\cdot\tfrac19=\tfrac43$. With $f(x)=x\log x$ the two values are $-2\log 2\approx-1.386$ and $-\log 3\approx-1.099$, in the same order. They are negative, which is possible because molecule and promolecule hold different populations here; the theorem compares partitions and does not need a nonnegative divergence.

**The smallest case.** With a single atom, $r_0=r_a$ and $s_a=\rho$. This is the only partition, so the minimum is trivial. Likewise, at any point where $\rho(g)=0$, all partitions vanish and agree.

**Which functions $f$ are included.** The function must be finite and convex on the closed half-line, including at zero. This admits $x\log x$, for which Lean's `Real.log 0 = 0` reproduces the usual convention $0\log 0=0$. It leaves out $-\log x$, which generates the relative entropy with the roles of atoms and proatoms exchanged.

**Quadrature weights.** The sums over the grid are unweighted. Positive weights can be absorbed by multiplying $\rho$, all $r_a$ and all $p_a$ at each point by the weight there: the ratios are unchanged, and the stockholder densities scale in the same way.

**A reusable technique.** When an optimality proof sums pointwise inequalities, `Finset.sum_eq_sum_iff_of_le` often gives the first half of the uniqueness proof from the same local bound. It also helps to state auxiliary lemmas in the form that the library inequality produces. Here `mean_ratio` and `mean_value` use the scalar action `•`, as Mathlib's Jensen lemmas do, so the same two rewrites serve both the inequality and its equality case.
